# Fraunhofer pattern of a uniform Josephson junction with a linear phase profile

The largest supercurrent that a Josephson junction can carry in a magnetic field is modelled here as a supremum over a phase offset $\varphi$, with the field entering only through a constant phase gradient $k$. At position $x$ across the junction the phase difference is $\varphi + kx$, and the local current is proportional to its sine. For a uniform junction of width $L>0$ and $k\neq 0$, the maximum, in units of the zero-field value, is $|\sin(kL/2)/(kL/2)|$.

The linear profile is an assumption. It stands for a junction narrow enough that the field of its own current is negligible; deriving it from the electrodynamics of the electrodes is a separate step.

```lean
import Mathlib

open Real MeasureTheory

namespace JosephsonFraunhofer

noncomputable section
```

Let $j(x)$ be the critical current per unit width, called the critical-current density below. The total current between $a$ and $b$ is

$$I(\varphi)=\int_a^b j(x)\sin(\varphi+kx)\,dx .$$

```lean
/-- Total supercurrent through a junction on the interval from `a` to `b` with critical-current
density `j`, when the phase difference at position `x` is `φ + k x`. -/
def totalCurrent (j : ℝ → ℝ) (a b k φ : ℝ) : ℝ :=
  ∫ x in a..b, j x * sin (φ + k * x)
```

For constant $j$, dividing by the zero-field maximum $jL$ leaves a dimensionless average. With the origin at the centre of the junction, $\varphi$ is the phase difference there:

$$\bar I(\varphi)=\frac1L\int_{-L/2}^{L/2}\sin(\varphi+kx)\,dx .$$

```lean
/-- Supercurrent of a uniform junction of width `L > 0` and unit critical-current density, averaged
over the width; `φ` is the phase difference at the centre and `k` its gradient. -/
def meanCurrent (L k φ : ℝ) : ℝ :=
  (1 / L) * ∫ x in (-(L / 2))..(L / 2), sin (φ + k * x)
```

When an external source sets the current, $\varphi$ adjusts to carry it. No constant $\varphi$ carries more than the supremum of $\bar I$ over $\varphi$, and this supremum is taken as the critical current. `criticalCurrent` is therefore the ratio usually written $I_c(k)/I_c(0)$, not a current in amperes.

```lean
/-- Normalised critical current of the uniform junction of width `L > 0` (unit critical-current
density, divided by the width): the supremum of the averaged supercurrent over the phase offset. -/
def criticalCurrent (L k : ℝ) : ℝ :=
  sSup (Set.range (meanCurrent L k))
```

Both currents have the form $A\sin\varphi+B\cos\varphi$. Write $A=r\cos\theta$ and $B=r\sin\theta$ with $r\ge 0$. At $\varphi=\pi/2-\theta$ the expression equals $r\cos^2\theta+r\sin^2\theta=r=\sqrt{A^2+B^2}$. No phase gives more, because

$$(A\sin\varphi+B\cos\varphi)^2=A^2+B^2-(A\cos\varphi-B\sin\varphi)^2 .$$

`IsGreatest` states these two facts together: the value is attained, and it bounds all the others. In the proof, the modulus and argument of the complex number $A+iB$ supply $r$ and $\theta$, and `linear_combination` checks the identities from $\sin^2+\cos^2=1$.

```lean
/-- The largest value of a current-phase relation `A sin φ + B cos φ` is `√(A² + B²)`. -/
theorem isGreatest_harmonic (A B : ℝ) :
    IsGreatest (Set.range fun φ : ℝ => sin φ * A + cos φ * B) (√(A ^ 2 + B ^ 2)) := by
  constructor
  · -- the maximum is attained at the phase complementary to the polar angle of (A, B)
    obtain ⟨r, θ, hr, hA, hB⟩ : ∃ r θ : ℝ, 0 ≤ r ∧ A = r * cos θ ∧ B = r * sin θ :=
      ⟨‖(⟨A, B⟩ : ℂ)‖, Complex.arg ⟨A, B⟩, norm_nonneg _,
        (Complex.norm_mul_cos_arg ⟨A, B⟩).symm, (Complex.norm_mul_sin_arg ⟨A, B⟩).symm⟩
    have h : A ^ 2 + B ^ 2 = r ^ 2 := by
      rw [hA, hB]
      linear_combination r ^ 2 * sin_sq_add_cos_sq θ
    refine ⟨π / 2 - θ, ?_⟩
    show sin (π / 2 - θ) * A + cos (π / 2 - θ) * B = √(A ^ 2 + B ^ 2)
    rw [h, Real.sqrt_sq hr, sin_pi_div_two_sub, cos_pi_div_two_sub, hA, hB]
    linear_combination r * sin_sq_add_cos_sq θ
  · rintro _ ⟨φ, rfl⟩
    have h : (sin φ * A + cos φ * B) ^ 2
        = A ^ 2 + B ^ 2 - (A * cos φ - B * sin φ) ^ 2 := by
      linear_combination (A ^ 2 + B ^ 2) * sin_sq_add_cos_sq φ
    exact (le_abs_self _).trans
      (Real.abs_le_sqrt (by linarith [sq_nonneg (A * cos φ - B * sin φ)]))
```

For a general density, the addition theorem separates offset from position:

$$I(\varphi)=\sin\varphi\int_a^b j\cos(kx)\,dx+\cos\varphi\int_a^b j\sin(kx)\,dx .$$

The maximum is then the root of the summed squares of the two integrals. Integrability of $j$, the hypothesis `hj`, passes to both products because sine and cosine are continuous, and this permits the integral to be split.

```lean
/-- For any integrable critical-current density, the largest total supercurrent over the phase
offset is the root of the summed squares of the cosine and sine transforms of the density. -/
theorem isGreatest_totalCurrent (j : ℝ → ℝ) (a b k : ℝ)
    (hj : IntervalIntegrable j volume a b) :
    IsGreatest (Set.range (totalCurrent j a b k))
      (√((∫ x in a..b, j x * cos (k * x)) ^ 2 + (∫ x in a..b, j x * sin (k * x)) ^ 2)) := by
  have hc : IntervalIntegrable (fun x => j x * cos (k * x)) volume a b :=
    hj.mul_continuousOn (by fun_prop)
  have hs : IntervalIntegrable (fun x => j x * sin (k * x)) volume a b :=
    hj.mul_continuousOn (by fun_prop)
  -- the addition theorem separates the phase offset from the position
  have e : totalCurrent j a b k = fun φ => sin φ * (∫ x in a..b, j x * cos (k * x))
      + cos φ * (∫ x in a..b, j x * sin (k * x)) := by
    funext φ
    calc totalCurrent j a b k φ
        = ∫ x in a..b, (sin φ * (j x * cos (k * x)) + cos φ * (j x * sin (k * x))) := by
          unfold totalCurrent
          apply intervalIntegral.integral_congr
          intro x _
          simp only [Real.sin_add]
          ring
      _ = _ := by
          rw [intervalIntegral.integral_add (hc.const_mul _) (hs.const_mul _),
            intervalIntegral.integral_const_mul, intervalIntegral.integral_const_mul]
  rw [e]
  exact isGreatest_harmonic _ _
```

For the uniform junction the integral is elementary. With the antiderivative $-\cos(\varphi+kx)/k$,

$$\bar I(\varphi)=\frac{\cos(\varphi-kL/2)-\cos(\varphi+kL/2)}{kL}=\sin\varphi\,\frac{\sin(kL/2)}{kL/2}.$$

The proof verifies the derivative in `hd`, applies the fundamental theorem of calculus and expands the cosines.

```lean
/-- With a nonzero phase gradient, the averaged supercurrent of a uniform junction is
sinusoidal in the phase offset, with amplitude `sin (kL/2) / (kL/2)`. -/
theorem meanCurrent_eq (L k φ : ℝ) (hk : k ≠ 0) :
    meanCurrent L k φ = sin φ * (sin (k * L / 2) / (k * L / 2)) := by
  have hd : ∀ x ∈ Set.uIcc (-(L / 2)) (L / 2),
      HasDerivAt (fun x => -cos (φ + k * x) / k) (sin (φ + k * x)) x := by
    intro x _
    have h1 : HasDerivAt (fun x => φ + k * x) k x :=
      (((hasDerivAt_id' x).const_mul k).const_add φ).congr_deriv (mul_one k)
    exact (h1.cos.fun_neg.div_const k).congr_deriv (by simp [hk])
  have hi : IntervalIntegrable (fun x => sin (φ + k * x)) volume (-(L / 2)) (L / 2) :=
    (by fun_prop : Continuous fun x => sin (φ + k * x)).intervalIntegrable _ _
  have e1 : k * (-(L / 2)) = -(k * L / 2) := by ring
  have e2 : k * (L / 2) = k * L / 2 := by ring
  unfold meanCurrent
  rw [intervalIntegral.integral_eq_sub_of_hasDerivAt hd hi, e1, e2, Real.cos_add,
    Real.cos_add, Real.cos_neg, Real.sin_neg]
  generalize sin (k * L / 2) = s
  generalize cos (k * L / 2) = c
  ring
```

The strict bound on the pattern needs $|\sin y|<|y|$ for $y\ne0$. Take $t>0$. Then $\sin t<t$. Also $\sin t>-t$: for $t\le1$ the sine is positive, and for $t>1$ it is at least $-1>-t$. Negative angles follow by oddness.

```lean
/-- The sine of a nonzero angle is strictly smaller in magnitude than the angle. -/
theorem abs_sin_lt_abs_angle (y : ℝ) (hy : y ≠ 0) : |sin y| < |y| := by
  have pos : ∀ t : ℝ, 0 < t → |sin t| < t := by
    intro t ht
    refine abs_lt.mpr ⟨?_, Real.sin_lt ht⟩
    rcases le_or_gt t 1 with h | h
    · linarith [Real.sin_pos_of_pos_of_le_one ht h]
    · linarith [Real.neg_one_le_sin t]
  rcases lt_or_gt_of_ne hy with h | h
  · have := pos (-y) (by linarith)
    rwa [Real.sin_neg, abs_neg, ← abs_of_neg h] at this
  · rw [abs_of_pos h]
    exact pos y h
```

Set $y=kL/2$, which is nonzero. The harmonic maximum with $A=\sin y/y$ and $B=0$ is $|\sin y/y|$, and this identifies the supremum, as `hcrit` records. It is below one by the preceding inequality. It vanishes exactly when $\sin y=0$, that is, when $y=n\pi$ or $kL=2\pi n$ for an integer $n$. The statement lets $n$ range over all integers, but $n=0$ is excluded by $L>0$ and $k\neq0$.

```lean
/-- Fraunhofer pattern: for width `L > 0` and phase gradient `k ≠ 0`, the largest averaged
supercurrent is `|sin (kL/2) / (kL/2)|`; the normalised critical current is below one, and it
vanishes exactly when `kL` is an integer multiple of `2π`. -/
theorem fraunhofer_pattern (L k : ℝ) (hL : 0 < L) (hk : k ≠ 0) :
    IsGreatest (Set.range (meanCurrent L k)) |sin (k * L / 2) / (k * L / 2)| ∧
    criticalCurrent L k < 1 ∧
    (criticalCurrent L k = 0 ↔ ∃ n : ℤ, k * L = 2 * π * n) := by
  have hy : k * L / 2 ≠ 0 := div_ne_zero (mul_ne_zero hk hL.ne') two_ne_zero
  have hmax : IsGreatest (Set.range (meanCurrent L k))
      |sin (k * L / 2) / (k * L / 2)| := by
    have e : meanCurrent L k =
        fun φ => sin φ * (sin (k * L / 2) / (k * L / 2)) + cos φ * 0 := by
      funext φ
      rw [meanCurrent_eq L k φ hk, mul_zero, add_zero]
    have h := isGreatest_harmonic (sin (k * L / 2) / (k * L / 2)) 0
    rw [zero_pow two_ne_zero, add_zero, Real.sqrt_sq_eq_abs] at h
    rw [e]
    exact h
  have hcrit : criticalCurrent L k = |sin (k * L / 2) / (k * L / 2)| := hmax.csSup_eq
  refine ⟨hmax, ?_, ?_⟩
  · rw [hcrit, abs_div, div_lt_one (abs_pos.mpr hy)]
    exact abs_sin_lt_abs_angle _ hy
  · -- the minima are the zeros of the sine, since the denominator is nonzero
    rw [hcrit, abs_eq_zero, div_eq_zero_iff, or_iff_left hy, Real.sin_eq_zero_iff]
    constructor
    · rintro ⟨n, hn⟩
      exact ⟨n, by linear_combination (-2) * hn⟩
    · rintro ⟨n, hn⟩
      exact ⟨n, by linear_combination (-1 / 2) * hn⟩
```

At $k=0$ the average is $\sin\varphi$, so the critical current is one. This case is separate because Lean sets division by zero to zero, so the quotient would give the wrong value there.

```lean
/-- Without a phase gradient, the normalised critical current of a uniform junction of width `L > 0`
is one. -/
theorem criticalCurrent_zero_field (L : ℝ) (hL : 0 < L) : criticalCurrent L 0 = 1 := by
  have e : meanCurrent L 0 = fun φ => sin φ * 1 + cos φ * 0 := by
    funext φ
    have w : L / 2 - -(L / 2) = L := by ring
    simp only [meanCurrent, zero_mul, add_zero, intervalIntegral.integral_const,
      smul_eq_mul, mul_one, mul_zero]
    rw [w, ← mul_assoc, one_div_mul_cancel hL.ne', one_mul]
  have h := isGreatest_harmonic 1 0
  have e2 : √((1 : ℝ) ^ 2 + 0 ^ 2) = 1 := by norm_num
  rw [e2] at h
  unfold criticalCurrent
  rw [e]
  exact h.csSup_eq
```

Experiments are usually described by the magnetic flux $\Phi$ through the junction. Each flux quantum $\Phi_0$ winds the phase difference by $2\pi$ across the width, so $k=2\pi\Phi/(\Phi_0L)$ and $kL/2=\pi\Phi/\Phi_0$. This relation is put in as the argument of `criticalCurrent`; in Lean, `Φ₀` is any positive number, which physically is $h/2e$. The minima then lie at nonzero integer multiples of $\Phi_0$. For a uniform junction with negligible self-field, the pattern has the form of the modulus of the single-slit diffraction amplitude in optics; the optical intensity is the square of that modulus.

```lean
/-- For a nonzero flux `Φ` and flux quantum `Φ₀ > 0`, a junction of width `L > 0` with phase
gradient `2πΦ/(Φ₀L)` has normalised critical current `|sin (πΦ/Φ₀) / (πΦ/Φ₀)|`. -/
theorem criticalCurrent_flux (L Φ Φ₀ : ℝ) (hL : 0 < L) (hΦ : Φ ≠ 0) (hΦ₀ : 0 < Φ₀) :
    criticalCurrent L (2 * π * Φ / (Φ₀ * L)) = |sin (π * Φ / Φ₀) / (π * Φ / Φ₀)| := by
  have hk : 2 * π * Φ / (Φ₀ * L) ≠ 0 :=
    div_ne_zero (mul_ne_zero (mul_ne_zero two_ne_zero Real.pi_ne_zero) hΦ)
      (mul_ne_zero hΦ₀.ne' hL.ne')
  have e : 2 * π * Φ / (Φ₀ * L) * L / 2 = π * Φ / Φ₀ := by
    field_simp
  have h := (fraunhofer_pattern L _ hL hk).1.csSup_eq
  rw [e] at h
  exact h

end

end JosephsonFraunhofer
```

```lean
#print axioms JosephsonFraunhofer.isGreatest_totalCurrent
-- 'JosephsonFraunhofer.isGreatest_totalCurrent' depends on axioms: [propext, Classical.choice, Quot.sound]
#print axioms JosephsonFraunhofer.fraunhofer_pattern
-- 'JosephsonFraunhofer.fraunhofer_pattern' depends on axioms: [propext, Classical.choice, Quot.sound]
#print axioms JosephsonFraunhofer.criticalCurrent_zero_field
-- 'JosephsonFraunhofer.criticalCurrent_zero_field' depends on axioms: [propext, Classical.choice, Quot.sound]
#print axioms JosephsonFraunhofer.criticalCurrent_flux
-- 'JosephsonFraunhofer.criticalCurrent_flux' depends on axioms: [propext, Classical.choice, Quot.sound]
```
